# Mean distance in a displaced Gaussian density from the Boys functions F₀ and F₁

Two electrons occupy independent, normalised s-type Gaussian densities with exponents p and q, whose centres lie a distance R apart. Wave functions with a term linear in the interelectronic distance r12 lead to integrals over r12 itself, and a simple one is its mean value in this pair of densities.

The vector from one electron to the other again has a Gaussian density, with exponent ρ = pq/(p + q), centred at distance R from the origin. The mean of r12 is therefore the mean distance from the origin in that density. For ρ > 0 and R ≥ 0 it is

⟨r⟩ = (2/√(πρ)) (F₀(T) + T(F₀(T) − F₁(T))), T = ρR².

In electronic structure this means that, for s-type Gaussians, the linear r12 integral needs only the Boys functions F₀ and F₁. The reduction from two electrons to one relative vector is made here in words; the Lean development starts from the relative density in spherical coordinates.

```lean
import Mathlib

open Real Set Filter MeasureTheory Topology

namespace LinearR12Boys

noncomputable section
```

The Boys function F_m(T) = ∫₀¹ t^(2m) exp(−Tt²) dt is `boys m T`.

```lean
/-- The Boys function `F_m(T)`, the integral of `t^(2m) exp(-T t²)` over `0 < t < 1`. -/
def boys (m : ℕ) (T : ℝ) : ℝ := ∫ t in (0 : ℝ)..1, t ^ (2 * m) * Real.exp (-T * t ^ 2)
```

Write E(x) = ∫₀ˣ exp(−ρs²) ds for `errInt ρ x`. Despite the name, it is not the textbook error function: it keeps ρ in the exponent and has no factor 2/√π.

```lean
/-- The incomplete Gaussian integral of `exp(-ρ s²)` from `0` to `x`. -/
def errInt (ρ x : ℝ) : ℝ := ∫ s in (0 : ℝ)..x, Real.exp (-ρ * s ^ 2)
```

The function `momentPrim ρ a s`, written M_a(s) below, is

M_a(s) = (1/(2ρ) + a²) E(s) − (s + 2a) exp(−ρs²)/(2ρ).

```lean
/-- A primitive in `s` of the displaced second moment `(s + a)² exp(-ρ s²)`, for `ρ ≠ 0`. -/
def momentPrim (ρ a s : ℝ) : ℝ :=
  (1 / (2 * ρ) + a ^ 2) * errInt ρ s - (s + 2 * a) * Real.exp (-ρ * s ^ 2) / (2 * ρ)
```

With r the distance from the origin and c = cos θ measured from the direction of the displaced centre, `meanDistance ρ R` is

⟨r⟩ = (ρ/π)^(3/2) ∫₀^∞ 2πr³ ∫₋₁¹ exp(−ρ(r² + R² − 2rRc)) dc dr.

The factor r³ is the volume factor r² times the distance r.

```lean
/-- The mean distance from the origin in a normalised Gaussian density of exponent `ρ > 0`
centred at distance `R ≥ 0` from the origin, in spherical coordinates with `c = cos θ`. -/
def meanDistance (ρ R : ℝ) : ℝ :=
  Real.sqrt (ρ / π) ^ 3 * ∫ r in Ioi (0 : ℝ), 2 * π * r ^ 3 *
    ∫ c in (-1 : ℝ)..1, Real.exp (-ρ * (r ^ 2 + R ^ 2 - 2 * r * R * c))
```

## ρ > 0: a density that can be normalised

Physically, ρ > 0 says that the relative density is localised. By hand, it removes the boundary terms at infinity: once s ≥ 1/ρ we have ρs² ≥ s, so s^k exp(−ρs²) ≤ s^k exp(−s) → 0. `gaussian_decay` makes this comparison by squeezing, while `gaussian_hasDerivAt` supplies the slope of the Gaussian for any real ρ.

For ρ < 0 and R > 0 the radial integral below diverges. At ρ = 0 its integrand vanishes, but the density is constant and cannot be normalised.

```lean
/-- The slope of the Gaussian `exp(-ρ s²)` is `-2ρs` times the Gaussian. -/
theorem gaussian_hasDerivAt (ρ s : ℝ) :
    HasDerivAt (fun x : ℝ => Real.exp (-ρ * x ^ 2))
      (Real.exp (-ρ * s ^ 2) * (-ρ * (2 * s))) s := by
  have hsq : HasDerivAt (fun x : ℝ => x ^ 2) (2 * s) s := by
    simpa using hasDerivAt_pow 2 s
  exact (hsq.const_mul (-ρ)).exp

/-- For `ρ > 0` the Gaussian `exp(-ρ s²)` decays faster than any power of `s` grows. -/
theorem gaussian_decay {ρ : ℝ} (hρ : 0 < ρ) (k : ℕ) :
    Tendsto (fun s : ℝ => s ^ k * Real.exp (-ρ * s ^ 2)) atTop (𝓝 0) := by
  -- beyond `s = 1/ρ` the Gaussian lies below `exp(-s)`
  refine squeeze_zero' ?_ ?_ (Real.tendsto_pow_mul_exp_neg_atTop_nhds_zero k)
  · filter_upwards [eventually_ge_atTop (0 : ℝ)] with s hs
    positivity
  · filter_upwards [eventually_ge_atTop (0 : ℝ), eventually_ge_atTop (1 / ρ)] with s hs h
    have h1 : 1 ≤ s * ρ := (div_le_iff₀ hρ).1 h
    refine mul_le_mul_of_nonneg_left (Real.exp_le_exp.2 ?_) (pow_nonneg hs k)
    nlinarith [mul_nonneg hs (sub_nonneg.2 h1)]
```

## Any real T, but ρ ≠ 0 in the primitive

Differentiating t exp(−Tt²) and integrating from 0 to 1 gives

F₀(T) − 2T F₁(T) = exp(−T).

No sign of T is needed, and `boys_zero_one` assumes none.

```lean
/-- The two lowest Boys functions are tied together by `F_0(T) - 2T F_1(T) = exp(-T)`. -/
theorem boys_zero_one (T : ℝ) : boys 0 T - 2 * T * boys 1 T = Real.exp (-T) := by
  have hc0 : Continuous fun t : ℝ => t ^ (2 * 0) * Real.exp (-T * t ^ 2) := by fun_prop
  have hc1 : Continuous fun t : ℝ => 2 * T * (t ^ (2 * 1) * Real.exp (-T * t ^ 2)) := by
    fun_prop
  -- the integrand is the derivative of `t exp(-T t²)`
  have hd : ∀ t ∈ uIcc (0 : ℝ) 1, HasDerivAt (fun t : ℝ => t * Real.exp (-T * t ^ 2))
      (t ^ (2 * 0) * Real.exp (-T * t ^ 2)
        - 2 * T * (t ^ (2 * 1) * Real.exp (-T * t ^ 2))) t := fun t _ =>
    ((hasDerivAt_id' t).fun_mul (gaussian_hasDerivAt T t)).congr_deriv (by ring)
  have h := intervalIntegral.integral_eq_sub_of_hasDerivAt hd
    ((hc0.sub hc1).intervalIntegrable _ _)
  rw [intervalIntegral.integral_sub (hc0.intervalIntegrable _ _) (hc1.intervalIntegrable _ _),
    intervalIntegral.integral_const_mul] at h
  unfold boys
  rw [h]
  simp
```

The substitution s = xt turns E(x) into x F₀(ρx²), again for all real ρ and x.

```lean
/-- The incomplete Gaussian integral up to `x` is `x F_0(ρ x²)`. -/
theorem errInt_eq_boys (ρ x : ℝ) : errInt ρ x = x * boys 0 (ρ * x ^ 2) := by
  have h := intervalIntegral.smul_integral_comp_mul_left (a := 0) (b := 1)
    (f := fun s : ℝ => Real.exp (-ρ * s ^ 2)) (c := x)
  simp only [mul_zero, mul_one, smul_eq_mul] at h
  unfold errInt boys
  rw [← h]
  congr 1
  refine intervalIntegral.integral_congr fun t _ => ?_
  simp only [mul_zero, pow_zero, one_mul]
  congr 1
  ring
```

The primitive does divide by ρ. Its derivative is

M_a′(s) = [1/(2ρ) + a² − 1/(2ρ) + s(s + 2a)] exp(−ρs²) = (s + a)² exp(−ρs²).

`momentPrim_hasDerivAt` combines the fundamental theorem for E with the product rule, and `field_simp` and `ring` finish the algebra. At ρ = 0 the formula for M_a has no meaning, and a primitive is (s + a)³/3 instead.

```lean
/-- For `ρ ≠ 0` the function `momentPrim` has derivative `(s + a)² exp(-ρ s²)`. -/
theorem momentPrim_hasDerivAt {ρ : ℝ} (hρ : ρ ≠ 0) (a s : ℝ) :
    HasDerivAt (momentPrim ρ a) ((s + a) ^ 2 * Real.exp (-ρ * s ^ 2)) s := by
  have hc : Continuous fun x : ℝ => Real.exp (-ρ * x ^ 2) := by fun_prop
  have hE : HasDerivAt (errInt ρ) (Real.exp (-ρ * s ^ 2)) s :=
    intervalIntegral.integral_hasDerivAt_right (hc.intervalIntegrable _ _)
      (hc.stronglyMeasurableAtFilter _ _) hc.continuousAt
  refine ((hE.const_mul (1 / (2 * ρ) + a ^ 2)).fun_sub
    ((((hasDerivAt_id' s).add_const (2 * a)).fun_mul
      (gaussian_hasDerivAt ρ s)).div_const (2 * ρ))).congr_deriv ?_
  generalize Real.exp (-ρ * s ^ 2) = g
  field_simp
  ring
```

## R > 0: separated centres

Here the two densities have distinct centres. Let

J = ∫₀^∞ r² (exp(−ρ(r − R)²) − exp(−ρ(r + R)²)) dr.

The function Φ(r) = M_R(r − R) − M₋R(r + R) has this integrand as its derivative. Both terms of Φ tend to the same limit, so Φ → 0 at infinity. Since E is odd,

J = −Φ(0) = (1/ρ + 2R²) E(R) + (R/ρ) exp(−T).

Inserting E(R) = R F₀(T) and exp(−T) = F₀(T) − 2T F₁(T) gives

J = (2R/ρ) (F₀(T) + T(F₀(T) − F₁(T))).

In `radial_integral`, `hlim` finds the common limit, `hd` the derivative and `he` the replacement of the exponential. The hypothesis R > 0 enters through `hpos`: the exponents differ by 4ρrR > 0, so the integrand is nonnegative. The half-line fundamental theorem then yields both convergence and the value.

```lean
/-- For `ρ, R > 0` the function `r² (exp(-ρ(r - R)²) - exp(-ρ(r + R)²))` is integrable over `r > 0`,
and its integral is `(2R/ρ)(F_0 + T(F_0 - F_1))` at `T = ρR²`. -/
theorem radial_integral {ρ R : ℝ} (hρ : 0 < ρ) (hR : 0 < R) :
    IntegrableOn (fun r : ℝ => r ^ 2 *
      (Real.exp (-ρ * (r - R) ^ 2) - Real.exp (-ρ * (r + R) ^ 2))) (Ioi 0) ∧
    ∫ r in Ioi (0 : ℝ), r ^ 2 *
      (Real.exp (-ρ * (r - R) ^ 2) - Real.exp (-ρ * (r + R) ^ 2)) =
    2 * R / ρ * (boys 0 (ρ * R ^ 2)
      + ρ * R ^ 2 * (boys 0 (ρ * R ^ 2) - boys 1 (ρ * R ^ 2))) := by
  have hlim : ∀ a : ℝ, Tendsto (momentPrim ρ a) atTop
      (𝓝 ((1 / (2 * ρ) + a ^ 2) * ∫ s in Ioi (0 : ℝ), Real.exp (-ρ * s ^ 2))) := by
    intro a
    have hE := intervalIntegral_tendsto_integral_Ioi 0
      (integrable_exp_neg_mul_sq hρ).integrableOn tendsto_id
    have h := (hE.const_mul (1 / (2 * ρ) + a ^ 2)).sub (((gaussian_decay hρ 1).add
      ((gaussian_decay hρ 0).const_mul (2 * a))).div_const (2 * ρ))
    simp only [mul_zero, add_zero, zero_div, sub_zero] at h
    refine h.congr fun s => ?_
    simp only [momentPrim, errInt, id, pow_one, pow_zero]
    ring
  -- the two displaced primitives have the same limit, so their difference vanishes at infinity
  have h1 : Tendsto (fun r : ℝ => momentPrim ρ R (r + -R)) atTop (𝓝 _) :=
    (hlim R).comp (tendsto_atTop_add_const_right atTop (-R) tendsto_id)
  have h2 : Tendsto (fun r : ℝ => momentPrim ρ (-R) (r + R)) atTop (𝓝 _) :=
    (hlim (-R)).comp (tendsto_atTop_add_const_right atTop R tendsto_id)
  have hΦ := h1.sub h2
  rw [neg_sq, sub_self] at hΦ
  have hd : ∀ r ∈ Ici (0 : ℝ), HasDerivAt
      (fun r : ℝ => momentPrim ρ R (r + -R) - momentPrim ρ (-R) (r + R))
      (r ^ 2 * (Real.exp (-ρ * (r - R) ^ 2) - Real.exp (-ρ * (r + R) ^ 2))) r := by
    intro r _
    refine ((HasDerivAt.comp_add_const r (-R) (momentPrim_hasDerivAt hρ.ne' R _)).fun_sub
      (HasDerivAt.comp_add_const r R (momentPrim_hasDerivAt hρ.ne' (-R) _))).congr_deriv ?_
    rw [neg_add_cancel_right, add_neg_cancel_right, ← sub_eq_add_neg]
    ring
  have hpos : ∀ r ∈ Ioi (0 : ℝ),
      0 ≤ r ^ 2 * (Real.exp (-ρ * (r - R) ^ 2) - Real.exp (-ρ * (r + R) ^ 2)) := by
    intro r hr
    refine mul_nonneg (sq_nonneg r) (sub_nonneg.2 (Real.exp_le_exp.2 ?_))
    nlinarith [mul_pos (mul_pos hρ hR) (mem_Ioi.1 hr)]
  refine ⟨integrableOn_Ioi_deriv_of_nonneg' hd hpos hΦ, ?_⟩
  rw [integral_Ioi_of_hasDerivAt_of_nonneg' hd hpos hΦ]
  -- the boundary term at `r = 0`, with the exponential traded for Boys functions
  have he : Real.exp (-ρ * R ^ 2)
      = boys 0 (ρ * R ^ 2) - 2 * (ρ * R ^ 2) * boys 1 (ρ * R ^ 2) := by
    rw [neg_mul, boys_zero_one]
  simp only [momentPrim, errInt_eq_boys, zero_add, neg_sq, he]
  generalize boys 0 (ρ * R ^ 2) = A
  generalize boys 1 (ρ * R ^ 2) = B
  field_simp
  ring
```

Multiplying J by (1/R)√(ρ/π), and using √(ρ/π) = ρ/√(πρ), gives the stated prefactor 2/√(πρ).

```lean
/-- For `ρ > 0` the Gaussian prefactor `√(ρ/π)` equals `ρ/√(πρ)`. -/
theorem sqrt_prefactor {ρ : ℝ} (hρ : 0 < ρ) :
    Real.sqrt (ρ / π) = ρ / Real.sqrt (π * ρ) := by
  have hπ := Real.pi_pos
  rw [Real.sqrt_div hρ.le, Real.sqrt_mul hπ.le, div_eq_div_iff (by positivity) (by positivity)]
  linear_combination Real.sqrt π * Real.mul_self_sqrt hρ.le
```

At R = 0 the left side below has the form 0/0. Lean sets 1/0 = 0, which would make it zero while the right side is positive, so the theorem needs R ≠ 0. Negative R would do no harm, since both sides are even in R; the positive sign reflects that R is a distance.

```lean
/-- For `ρ, R > 0` and `T = ρR²`, the integral of `r² (exp(-ρ(r - R)²) - exp(-ρ(r + R)²))` over
`r > 0`, multiplied by `(1/R)√(ρ/π)`, equals `(2/√(πρ))(F_0 + T(F_0 - F_1))`. -/
theorem linear_r12_integral {ρ R : ℝ} (hρ : 0 < ρ) (hR : 0 < R) :
    1 / R * Real.sqrt (ρ / π) * ∫ r in Ioi (0 : ℝ), r ^ 2 *
      (Real.exp (-ρ * (r - R) ^ 2) - Real.exp (-ρ * (r + R) ^ 2)) =
    2 / Real.sqrt (π * ρ) * (boys 0 (ρ * R ^ 2)
      + ρ * R ^ 2 * (boys 0 (ρ * R ^ 2) - boys 1 (ρ * R ^ 2))) := by
  have hs : 0 < Real.sqrt (π * ρ) := Real.sqrt_pos.2 (mul_pos Real.pi_pos hρ)
  rw [(radial_integral hρ hR).2, sqrt_prefactor hρ, ← mul_assoc]
  generalize Real.sqrt (π * ρ) = s at hs
  have h : 1 / R * (ρ / s) * (2 * R / ρ) = 2 / s := by field_simp
  rw [h]
```

## r > 0: a sphere of nonzero radius

Integrating over c on the sphere of radius r gives

∫₋₁¹ exp(−ρ(r² + R² − 2rRc)) dc = (exp(−ρ(r − R)²) − exp(−ρ(r + R)²))/(2ρrR).

The division requires r ≠ 0; in `angular_integral` this appears as `hK`. At r = 0 the angular integrand is constant in c, and that single point does not affect the radial integral.

```lean
/-- For `ρ, r, R > 0`, integrating the displaced Gaussian over `c = cos θ` on the sphere of
radius `r` leaves a difference of two radial Gaussians divided by `2ρrR`. -/
theorem angular_integral {ρ r R : ℝ} (hρ : 0 < ρ) (hr : 0 < r) (hR : 0 < R) :
    ∫ c in (-1 : ℝ)..1, Real.exp (-ρ * (r ^ 2 + R ^ 2 - 2 * r * R * c)) =
    (Real.exp (-ρ * (r - R) ^ 2) - Real.exp (-ρ * (r + R) ^ 2)) / (2 * ρ * r * R) := by
  have hK : 2 * ρ * r * R ≠ 0 := by positivity
  have hc : Continuous fun c : ℝ => Real.exp (-ρ * (r ^ 2 + R ^ 2 - 2 * r * R * c)) := by
    fun_prop
  have hd : ∀ c ∈ uIcc (-1 : ℝ) 1, HasDerivAt
      (fun c : ℝ => Real.exp (-ρ * (r ^ 2 + R ^ 2 - 2 * r * R * c)) / (2 * ρ * r * R))
      (Real.exp (-ρ * (r ^ 2 + R ^ 2 - 2 * r * R * c))) c := by
    intro c _
    have h1 : HasDerivAt (fun c : ℝ => -ρ * (r ^ 2 + R ^ 2 - 2 * r * R * c))
        (2 * ρ * r * R) c :=
      ((((hasDerivAt_id' c).const_mul (2 * r * R)).const_sub
        (r ^ 2 + R ^ 2)).const_mul (-ρ)).congr_deriv (by ring)
    exact (h1.exp.div_const (2 * ρ * r * R)).congr_deriv (mul_div_cancel_right₀ _ hK)
  have e1 : -ρ * (r ^ 2 + R ^ 2 - 2 * r * R * 1) = -ρ * (r - R) ^ 2 := by ring
  have e2 : -ρ * (r ^ 2 + R ^ 2 - 2 * r * R * (-1)) = -ρ * (r + R) ^ 2 := by ring
  rw [intervalIntegral.integral_eq_sub_of_hasDerivAt hd (hc.intervalIntegrable _ _), e1, e2,
    sub_div]
```

## R ≥ 0: coincident centres included

For R > 0 the angular result gives

⟨r⟩ = (ρ/π)^(3/2) · π/(ρR) · J = (1/R)√(ρ/π) J,

which is the previous case. For R = 0 the angular integral is 2 exp(−ρr²), and

∫₀^∞ 4πr³ exp(−ρr²) dr = [−(2π/ρ)(r² + 1/ρ) exp(−ρr²)]₀^∞ = 2π/ρ².

Hence ⟨r⟩ = 2/√(πρ), in agreement with F₀(0) = 1 and T = 0.

`meanDistance_eq_boys` splits on these two cases with `hR.eq_or_lt`: `hval` holds the coincident integral, and `hrad` reduces the separated case to J.

```lean
/-- For `ρ > 0` and every `R ≥ 0`, the mean distance from the origin in the displaced Gaussian
density is `(2/√(πρ))(F_0 + T(F_0 - F_1))` with `T = ρR²`. -/
theorem meanDistance_eq_boys {ρ R : ℝ} (hρ : 0 < ρ) (hR : 0 ≤ R) :
    meanDistance ρ R = 2 / Real.sqrt (π * ρ) * (boys 0 (ρ * R ^ 2)
      + ρ * R ^ 2 * (boys 0 (ρ * R ^ 2) - boys 1 (ρ * R ^ 2))) := by
  have hπ := Real.pi_pos
  have hcube : Real.sqrt (ρ / π) ^ 3 = ρ / π * Real.sqrt (ρ / π) := by
    rw [pow_succ, Real.sq_sqrt (by positivity)]
  rcases hR.eq_or_lt with rfl | hR
  · -- coincident centres: the angular integrand is constant
    have hin : ∀ r : ℝ, ∫ c in (-1 : ℝ)..1,
        Real.exp (-ρ * (r ^ 2 + 0 ^ 2 - 2 * r * 0 * c)) = 2 * Real.exp (-ρ * r ^ 2) := by
      intro r
      have h : ∀ c : ℝ, -ρ * (r ^ 2 + 0 ^ 2 - 2 * r * 0 * c) = -ρ * r ^ 2 :=
        fun c => by ring
      simp only [h, intervalIntegral.integral_const, smul_eq_mul]
      ring
    have hd : ∀ r ∈ Ici (0 : ℝ), HasDerivAt
        (fun r : ℝ => -(2 * π / ρ) * ((r ^ 2 + 1 / ρ) * Real.exp (-ρ * r ^ 2)))
        (2 * π * r ^ 3 * (2 * Real.exp (-ρ * r ^ 2))) r := by
      intro r _
      have hsq : HasDerivAt (fun x : ℝ => x ^ 2) (2 * r) r := by
        simpa using hasDerivAt_pow 2 r
      refine (((hsq.add_const (1 / ρ)).fun_mul
        (gaussian_hasDerivAt ρ r)).const_mul (-(2 * π / ρ))).congr_deriv ?_
      generalize Real.exp (-ρ * r ^ 2) = g
      field_simp
      ring
    have hpos : ∀ r ∈ Ioi (0 : ℝ), 0 ≤ 2 * π * r ^ 3 * (2 * Real.exp (-ρ * r ^ 2)) := by
      intro r hr
      have hr' : 0 < r := hr
      positivity
    have hl : Tendsto
        (fun r : ℝ => -(2 * π / ρ) * ((r ^ 2 + 1 / ρ) * Real.exp (-ρ * r ^ 2)))
        atTop (𝓝 0) := by
      have h := ((gaussian_decay hρ 2).add
        ((gaussian_decay hρ 0).const_mul (1 / ρ))).const_mul (-(2 * π / ρ))
      simp only [mul_zero, add_zero] at h
      refine h.congr fun r => ?_
      ring
    have hval : ∫ r in Ioi (0 : ℝ), 2 * π * r ^ 3 * (2 * Real.exp (-ρ * r ^ 2))
        = 2 * π / ρ ^ 2 := by
      have h0 : Real.exp (-ρ * 0 ^ 2) = 1 := by simp
      rw [integral_Ioi_of_hasDerivAt_of_nonneg' hd hpos hl]
      simp only [h0]
      ring
    have hb : boys 0 0 = 1 := by simpa using boys_zero_one 0
    have hz : ρ * (0 : ℝ) ^ 2 = 0 := by ring
    have hs : 0 < Real.sqrt (π * ρ) := Real.sqrt_pos.2 (mul_pos hπ hρ)
    unfold meanDistance
    simp only [hin]
    rw [hval, hcube, sqrt_prefactor hρ, hz, hb, zero_mul, add_zero, mul_one]
    generalize Real.sqrt (π * ρ) = s at hs
    field_simp
  · -- separated centres: the angular integral reduces the problem to the radial formula
    have hrad : ∫ r in Ioi (0 : ℝ), 2 * π * r ^ 3 *
        ∫ c in (-1 : ℝ)..1, Real.exp (-ρ * (r ^ 2 + R ^ 2 - 2 * r * R * c)) =
        π / (ρ * R) * ∫ r in Ioi (0 : ℝ), r ^ 2 *
          (Real.exp (-ρ * (r - R) ^ 2) - Real.exp (-ρ * (r + R) ^ 2)) := by
      rw [← integral_const_mul]
      refine setIntegral_congr_fun measurableSet_Ioi fun r hr => ?_
      have hr' : 0 < r := hr
      simp only [angular_integral hρ hr' hR]
      generalize Real.exp (-ρ * (r - R) ^ 2) - Real.exp (-ρ * (r + R) ^ 2) = D
      field_simp
    rw [← linear_r12_integral hρ hR, meanDistance, hrad, hcube]
    generalize (∫ r in Ioi (0 : ℝ), r ^ 2 *
      (Real.exp (-ρ * (r - R) ^ 2) - Real.exp (-ρ * (r + R) ^ 2))) = J
    generalize Real.sqrt (ρ / π) = s
    field_simp

end

end LinearR12Boys
```

```lean
#print axioms LinearR12Boys.meanDistance_eq_boys
-- 'LinearR12Boys.meanDistance_eq_boys' depends on axioms: [propext, Classical.choice, Quot.sound]
```

## Two exponents of 2, one unit apart

Take p = q = 2 and R = 1, so ρ = 1 and T = 1. The series 1 − 1/3 + 1/10 − 1/42 + … gives F₀(1) ≈ 0.7468. Then F₁(1) = (F₀(1) − exp(−1))/2 ≈ 0.1895, and

⟨r⟩ ≈ 1.1284 × (0.7468 + 0.5573) ≈ 1.472.

With the same exponents and coincident centres, the mean distance is 2/√π ≈ 1.128.
